# At uniform spin polarisation, spin scaling multiplies the second-order exchange gradient term by a factor between $2^{-1/3}$ and 1

If the second-order gradient correction to exchange for an unpolarised density is applied unchanged to the total density of a uniformly spin-polarised system, its magnitude is too large wherever the density has a gradient, by a factor that approaches $2^{1/3}\approx 1.26$ near full polarisation. The file below starts from the spin-scaling relation for exchange, derives the factor that corrects this error and bounds it from both sides.

```lean
import Mathlib

noncomputable section

namespace SpinScaledGradient

variable {E : Type*} [NormedAddCommGroup E] [InnerProductSpace ℝ E]

/-- The spin-scaling factor `φ(ζ) = ((1+ζ)^(2/3) + (1-ζ)^(2/3))/2`, for `-1 ≤ ζ ≤ 1`. -/
def spinPhi (z : ℝ) : ℝ := ((1 + z) ^ (2 / 3 : ℝ) + (1 - z) ^ (2 / 3 : ℝ)) / 2

/-- The gradient term `|∇n|² / n^(4/3)` of an unpolarised density `n > 0` with gradient `g`,
without its constant prefactor. -/
def gradTerm (n : ℝ) (g : E) : ℝ := ‖g‖ ^ 2 / n ^ (4 / 3 : ℝ)

/-- The spin density `(1 + sζ)n/2`, with `s = 1` for spin up and `s = -1` for spin down. -/
def spinDensity (s n z : ℝ) : ℝ := (1 + s * z) * n / 2

/-- The gradient `((1 + sζ)∇n + s n ∇ζ)/2` of a spin density, where `g = ∇n` and `h = ∇ζ`. -/
def spinGradient (s n z : ℝ) (g h : E) : E :=
  (1 / 2 : ℝ) • ((1 + s * z) • g + (s * n) • h)

/-- The spin-scaled gradient term: the average over the two spins of the unpolarised term
taken at twice the spin density, for `n > 0` and `|ζ| < 1`. -/
def spinScaledTerm (n z : ℝ) (g h : E) : ℝ :=
  (gradTerm (2 * spinDensity 1 n z) ((2 : ℝ) • spinGradient 1 n z g h) +
    gradTerm (2 * spinDensity (-1) n z) ((2 : ℝ) • spinGradient (-1) n z g h)) / 2

/-- In one dimension, `spinGradient` is the derivative of the spin density when the density
and the polarisation both vary in space. -/
theorem hasDerivAt_spinDensity (s : ℝ) {n z : ℝ → ℝ} {n' z' x : ℝ}
    (hn : HasDerivAt n n' x) (hz : HasDerivAt z z' x) :
    HasDerivAt (fun y => spinDensity s (n y) (z y))
      (spinGradient s (n x) (z x) n' z') x := by
  unfold spinDensity
  refine ((((hz.const_mul s).const_add 1).fun_mul hn).div_const 2).congr_deriv ?_
  simp only [spinGradient, smul_eq_mul]
  ring

/-- The gradient term at density `a n` and gradient `a g + c h`, for `a > 0` and `n > 0`, expanded
in powers of `a`. -/
theorem gradTerm_channel {a n : ℝ} (ha : 0 < a) (hn : 0 < n) (c : ℝ) (g h : E) :
    gradTerm (a * n) (a • g + c • h) =
      (a ^ (2 / 3 : ℝ) * ‖g‖ ^ 2 + 2 * a ^ (-1 / 3 : ℝ) * c * inner ℝ g h +
        a ^ (-4 / 3 : ℝ) * c ^ 2 * ‖h‖ ^ 2) / n ^ (4 / 3 : ℝ) := by
  -- every power of `a` is expressed through `a ^ (-4/3)`
  have h1 : a ^ (2 / 3 : ℝ) = a ^ 2 * a ^ (-4 / 3 : ℝ) := by
    rw [← Real.rpow_natCast a 2, ← Real.rpow_add ha]
    norm_num
  have h2 : a ^ (-1 / 3 : ℝ) = a * a ^ (-4 / 3 : ℝ) := by
    have h := Real.rpow_add ha 1 (-4 / 3)
    rw [Real.rpow_one] at h
    rw [← h]
    norm_num
  have h3 : (a * n) ^ (4 / 3 : ℝ) = (a ^ (-4 / 3 : ℝ))⁻¹ * n ^ (4 / 3 : ℝ) := by
    rw [Real.mul_rpow ha.le hn.le, ← Real.rpow_neg ha.le]
    norm_num
  have h4 : ‖a • g + c • h‖ ^ 2 =
      a ^ 2 * ‖g‖ ^ 2 + 2 * a * c * inner ℝ g h + c ^ 2 * ‖h‖ ^ 2 := by
    rw [norm_add_sq_real, norm_smul, norm_smul, real_inner_smul_left,
      real_inner_smul_right, mul_pow, mul_pow, Real.norm_eq_abs, Real.norm_eq_abs,
      sq_abs, sq_abs]
    ring
  unfold gradTerm
  rw [h4, h3, h1, h2]
  generalize a ^ (-4 / 3 : ℝ) = A
  generalize n ^ (4 / 3 : ℝ) = N
  simp only [div_eq_mul_inv, mul_inv, inv_inv]
  ring

/-- The spin-scaled gradient term for a polarisation that varies in space: the term with `φ`,
a cross term in `∇n · ∇ζ`, and a term in `|∇ζ|²`. -/
theorem spinScaledTerm_general {n z : ℝ} (hn : 0 < n) (hz : |z| < 1) (g h : E) :
    spinScaledTerm n z g h = spinPhi z * gradTerm n g +
      (((1 + z) ^ (-1 / 3 : ℝ) - (1 - z) ^ (-1 / 3 : ℝ)) * n * inner ℝ g h +
        ((1 + z) ^ (-4 / 3 : ℝ) + (1 - z) ^ (-4 / 3 : ℝ)) / 2 * n ^ 2 * ‖h‖ ^ 2) /
          n ^ (4 / 3 : ℝ) := by
  obtain ⟨hl, hu⟩ := abs_lt.mp hz
  have e1 : 2 * spinDensity 1 n z = (1 + z) * n := by unfold spinDensity; ring
  have e2 : 2 * spinDensity (-1) n z = (1 - z) * n := by unfold spinDensity; ring
  have e3 : (2 : ℝ) • spinGradient 1 n z g h = (1 + z) • g + n • h := by
    unfold spinGradient; module
  have e4 : (2 : ℝ) • spinGradient (-1) n z g h = (1 - z) • g + (-n) • h := by
    unfold spinGradient; module
  unfold spinScaledTerm
  rw [e1, e2, e3, e4, gradTerm_channel (by linarith) hn, gradTerm_channel (by linarith) hn]
  unfold gradTerm spinPhi
  ring

/-- The factor `φ` is at most one for every physical polarisation. -/
theorem spinPhi_le_one {z : ℝ} (hz : |z| ≤ 1) : spinPhi z ≤ 1 := by
  obtain ⟨hl, hu⟩ := abs_le.mp hz
  -- Bernoulli's inequality for both spins; the linear terms cancel
  have h1 := rpow_one_add_le_one_add_mul_self hl
    (show (0 : ℝ) ≤ 2 / 3 by norm_num) (by norm_num)
  have h2 := rpow_one_add_le_one_add_mul_self (show -1 ≤ -z by linarith)
    (show (0 : ℝ) ≤ 2 / 3 by norm_num) (by norm_num)
  rw [← sub_eq_add_neg] at h2
  unfold spinPhi
  linarith

/-- The factor `φ` equals one exactly when the polarisation vanishes. -/
theorem spinPhi_eq_one_iff {z : ℝ} (hz : |z| ≤ 1) : spinPhi z = 1 ↔ z = 0 := by
  obtain ⟨hl, hu⟩ := abs_le.mp hz
  constructor
  · intro h
    by_contra h0
    have h1 := rpow_one_add_lt_one_add_mul_self hl h0
      (show (0 : ℝ) < 2 / 3 by norm_num) (by norm_num)
    have h2 := rpow_one_add_lt_one_add_mul_self (show -1 ≤ -z by linarith)
      (neg_ne_zero.mpr h0) (show (0 : ℝ) < 2 / 3 by norm_num) (by norm_num)
    rw [← sub_eq_add_neg] at h2
    unfold spinPhi at h
    linarith
  · rintro rfl
    norm_num [spinPhi]

/-- Halving `2^(2/3)` gives `2^(-1/3)`. -/
theorem two_rpow_split : (2 : ℝ) ^ (2 / 3 : ℝ) = 2 * (2 : ℝ) ^ (-1 / 3 : ℝ) := by
  have h := Real.rpow_add (show (0 : ℝ) < 2 by norm_num) 1 (-1 / 3)
  rw [Real.rpow_one] at h
  rw [← h]
  norm_num

/-- At full polarisation of either sign, `φ` equals `2^(-1/3)`. -/
theorem spinPhi_full : spinPhi 1 = (2 : ℝ) ^ (-1 / 3 : ℝ) ∧
    spinPhi (-1) = (2 : ℝ) ^ (-1 / 3 : ℝ) := by
  have h0 : (0 : ℝ) ^ (2 / 3 : ℝ) = 0 := Real.zero_rpow (by norm_num)
  constructor
  · unfold spinPhi
    rw [show (1 : ℝ) + 1 = 2 by norm_num, sub_self, h0, two_rpow_split]
    ring
  · unfold spinPhi
    rw [show (1 : ℝ) + -1 = 0 by norm_num, show (1 : ℝ) - -1 = 2 by norm_num, h0,
      two_rpow_split]
    ring

/-- At partial polarisation, `φ` lies strictly above `2^(-1/3)`. -/
theorem lt_spinPhi {z : ℝ} (hz : |z| < 1) : (2 : ℝ) ^ (-1 / 3 : ℝ) < spinPhi z := by
  obtain ⟨hl, hu⟩ := abs_lt.mp hz
  -- a spin fraction `x` in (0,1) satisfies `x < x ^ (2/3)`
  have key : ∀ x : ℝ, 0 < x → x < 1 →
      (2 : ℝ) ^ (2 / 3 : ℝ) * x < (2 * x) ^ (2 / 3 : ℝ) := by
    intro x h0 h1
    have h := Real.rpow_lt_rpow_of_exponent_gt h0 h1 (show (2 / 3 : ℝ) < 1 by norm_num)
    rw [Real.rpow_one] at h
    rw [Real.mul_rpow (by norm_num) h0.le]
    exact mul_lt_mul_of_pos_left h (Real.rpow_pos_of_pos (by norm_num) _)
  have k1 := key ((1 + z) / 2) (by linarith) (by linarith)
  have k2 := key ((1 - z) / 2) (by linarith) (by linarith)
  rw [show 2 * ((1 + z) / 2) = 1 + z by ring, two_rpow_split] at k1
  rw [show 2 * ((1 - z) / 2) = 1 - z by ring, two_rpow_split] at k2
  unfold spinPhi
  linarith

/-- For a uniform polarisation with `|ζ| < 1`, the spin-scaled gradient term is `φ(ζ)` times
the unpolarised one, and `2^(-1/3) < φ(ζ) ≤ 1`. -/
theorem spinScaledTerm_uniform {n z : ℝ} (hn : 0 < n) (hz : |z| < 1) (g : E) :
    spinScaledTerm n z g 0 = spinPhi z * (‖g‖ ^ 2 / n ^ (4 / 3 : ℝ)) ∧
      (2 : ℝ) ^ (-1 / 3 : ℝ) < spinPhi z ∧ spinPhi z ≤ 1 := by
  refine ⟨?_, lt_spinPhi hz, spinPhi_le_one hz.le⟩
  rw [spinScaledTerm_general hn hz, inner_zero_right, norm_zero]
  unfold gradTerm
  ring

end SpinScaledGradient
```

```lean
#print axioms SpinScaledGradient.hasDerivAt_spinDensity
-- 'SpinScaledGradient.hasDerivAt_spinDensity' depends on axioms: [propext, Classical.choice, Quot.sound]
#print axioms SpinScaledGradient.spinPhi_eq_one_iff
-- 'SpinScaledGradient.spinPhi_eq_one_iff' depends on axioms: [propext, Classical.choice, Quot.sound]
#print axioms SpinScaledGradient.spinPhi_full
-- 'SpinScaledGradient.spinPhi_full' depends on axioms: [propext, Classical.choice, Quot.sound]
#print axioms SpinScaledGradient.spinScaledTerm_uniform
-- 'SpinScaledGradient.spinScaledTerm_uniform' depends on axioms: [propext, Classical.choice, Quot.sound]
```

## The factor $\varphi$ and its bounds

Let $n>0$ be the total electron density at a point, $\nabla n$ its gradient, and $\zeta$ the relative spin polarisation, so that the two spin densities are $(1+\zeta)n/2$ and $(1-\zeta)n/2$. Define

$$\varphi(\zeta)=\frac{(1+\zeta)^{2/3}+(1-\zeta)^{2/3}}{2}.$$

The main theorem, `spinScaledTerm_uniform`, takes $n>0$, $|\zeta|<1$ and a polarisation that does not vary in space. With $G=|\nabla n|$ it states that

$$\frac12\sum_{\pm}\frac{\big((1\pm\zeta)G\big)^2}{\big((1\pm\zeta)n\big)^{4/3}}=\varphi(\zeta)\,\frac{G^2}{n^{4/3}},\qquad 2^{-1/3}<\varphi(\zeta)\le 1.$$

Three further theorems describe $\varphi$ on the closed interval $|\zeta|\le 1$. The upper bound holds there too (`spinPhi_le_one`), the value 1 is reached only at $\zeta=0$ (`spinPhi_eq_one_iff`), and $\varphi(\pm1)=2^{-1/3}$ (`spinPhi_full`). The lower bound is therefore the value at full polarisation.

If the polarisation does vary in space, `spinScaledTerm_general` gives the complete expression. It contains the same term with $\varphi$, together with a term in $\nabla n\cdot\nabla\zeta$ and a term in $|\nabla\zeta|^2$.

## From spin densities to Lean definitions

Exchange acts only between electrons of the same spin, so the exchange energy is a sum of one contribution from each spin density. An unpolarised system with total density $2n_\sigma$ holds the density $n_\sigma$ in each spin, and its exchange energy is twice the contribution of $n_\sigma$ alone. The contribution of one spin is thus half the unpolarised exchange energy evaluated at $2n_\sigma$. This is the spin-scaling relation. The file builds it into the definition `spinScaledTerm` and does not derive it from a many-electron wave function.

The functional being scaled is `gradTerm`, which stands for $|\nabla n|^2/n^{4/3}$. This is the density dependence of the second-order gradient correction to the exchange energy density. Its constant prefactor is left out, since it would multiply both sides equally.

The other objects correspond to the physics as follows.

- `E` is any real inner product space. Ordinary gradients live in three-dimensional Euclidean space. The proofs do not use the dimension, but the exponent $4/3$ in `gradTerm` is the one for a three-dimensional electron gas, so the physical result is limited to that case.
- `g` and `h` are the vectors $\nabla n$ and $\nabla\zeta$, `‖g‖` is the length $G$, and `inner ℝ g h` is the dot product.
- `z` is $\zeta$, and `spinPhi z` is $\varphi(\zeta)$.
- `s` labels the spin, with $s=1$ for up and $s=-1$ for down. `spinDensity s n z` is $(1+s\zeta)n/2$.
- `spinGradient s n z g h` is $\big((1+s\zeta)\nabla n+s\,n\nabla\zeta\big)/2$, which is the product rule applied to the spin density.

In these definitions `g` and `h` are free vectors, not gradients computed from given fields. The theorem `hasDerivAt_spinDensity` supplies the link in one dimension: when $n$ and $\zeta$ are differentiable functions of position, `spinGradient` is the derivative of the spin density. The main theorem does not use this fact. It is there to show that the definition has the right form.

Uniform polarisation enters as the argument `0` in the place of `h`. It means that the proportion of up and down electrons is stationary at the point considered, while the total density may change. The condition $|\zeta|<1$ means that both spins are present. All the statements concern the integrand at one point, so they say nothing about convergence of the integrated energy or about the accuracy of a second-order expansion in a real system.

In electronic structure, the same $\varphi$ also appears in the correlation part of the PBE functional, whereas the result here is restricted to the second-order exchange term and, in its simple form, to uniform polarisation.

## Expanding one spin channel

Write $a=1+s\zeta$ for the chosen spin, and $c=s\,n$. Twice the spin density is $an$, and twice its gradient is $a\nabla n+c\nabla\zeta$. The square of this vector is

$$|a\nabla n+c\nabla\zeta|^2=a^2|\nabla n|^2+2ac\,\nabla n\cdot\nabla\zeta+c^2|\nabla\zeta|^2.$$

Both $a$ and $n$ are positive, so $(an)^{4/3}=a^{4/3}n^{4/3}$. Division lowers each power of $a$ by $4/3$, and the exponents $2$, $1$ and $0$ become $2/3$, $-1/3$ and $-4/3$:

$$\frac{|a\nabla n+c\nabla\zeta|^2}{(an)^{4/3}}=\frac{a^{2/3}|\nabla n|^2+2a^{-1/3}c\,\nabla n\cdot\nabla\zeta+a^{-4/3}c^2|\nabla\zeta|^2}{n^{4/3}}.$$

This is `gradTerm_channel`. Its first three auxiliary equations, `h1` to `h3`, express every power of $a$ through $a^{-4/3}$, and `h4` expands the squared norm. Once $a^{-4/3}$ and $n^{4/3}$ have been replaced by plain variables, what remains is an algebraic identity that `ring` can settle.

## Averaging over the two spins

For spin up, $a=1+\zeta$ and $c=n$. For spin down, $a=1-\zeta$ and $c=-n$. Half the sum of the two channels is

$$\varphi(\zeta)\frac{|\nabla n|^2}{n^{4/3}}+\frac{1}{n^{4/3}}\left[\Big((1+\zeta)^{-1/3}-(1-\zeta)^{-1/3}\Big)n\,\nabla n\cdot\nabla\zeta+\frac{(1+\zeta)^{-4/3}+(1-\zeta)^{-4/3}}{2}\,n^2|\nabla\zeta|^2\right].$$

The cross terms enter with opposite signs because $c$ changes sign between the spins, while the last terms contain $c^2=n^2$ and add. In `spinScaledTerm_general`, the equations `e1` to `e4` bring the doubled densities and gradients into the form $an$ and $a\nabla n+c\nabla\zeta$. The channel lemma is then applied twice, and `ring` collects the terms.

Setting $\nabla\zeta=0$ removes the whole bracket and leaves $\varphi(\zeta)|\nabla n|^2/n^{4/3}$. The proof of `spinScaledTerm_uniform` does the same with `inner_zero_right` and `norm_zero`, and takes the two bounds from the theorems discussed next.

## Why $\varphi$ never exceeds 1

Bernoulli's inequality for an exponent $p$ between 0 and 1 says that $(1+x)^p\le 1+px$ for $x\ge-1$. With $p=2/3$, and with $x=\zeta$ and $x=-\zeta$ in turn,

$$(1+\zeta)^{2/3}\le 1+\tfrac23\zeta,\qquad (1-\zeta)^{2/3}\le 1-\tfrac23\zeta.$$

The linear terms cancel in the sum, which is at most 2, and so $\varphi(\zeta)\le1$. In `spinPhi_le_one` the two inequalities are `h1` and `h2`, and `linarith` adds them.

For $\zeta\ne0$ both inequalities are strict, which gives $\varphi(\zeta)<1$. At $\zeta=0$ both powers equal 1, and so does $\varphi$. These are the two directions of `spinPhi_eq_one_iff`.

## Why $\varphi$ stays above its fully polarised value

The fractions of up and down electrons are $x_+=(1+\zeta)/2$ and $x_-=(1-\zeta)/2$. For $|\zeta|<1$ both lie strictly between 0 and 1, and they add up to 1. A number $x$ in that range increases when it is raised to a positive power below 1, so $x<x^{2/3}$. Hence

$$(1\pm\zeta)^{2/3}=2^{2/3}x_\pm^{2/3}>2^{2/3}x_\pm.$$

Adding the two inequalities gives a sum greater than $2^{2/3}(x_++x_-)=2^{2/3}$. Half of this is $2^{-1/3}$, so $\varphi(\zeta)>2^{-1/3}$.

In `lt_spinPhi`, the statement `key` is the inequality for a single fraction, and `k1` and `k2` are its two instances. The lemma `two_rpow_split` rewrites $2^{2/3}$ as $2\cdot2^{-1/3}$, after which `linarith` can add the instances.

At full polarisation one of the terms in $\varphi$ is $2^{2/3}$ and the other is zero. Half their sum is $2^{-1/3}$, as `spinPhi_full` records for both signs of $\zeta$.

## Spin densities 7 and 1

Take $n=8$ and $G=4$ in arbitrary units, with $\zeta=3/4$ and $\nabla\zeta=0$. The unpolarised term is $4^2/8^{4/3}=16/16=1$. The spin densities are 7 and 1, so the doubled densities are 14 and 2, and the lengths of the doubled gradients are $\tfrac74\cdot4=7$ and $\tfrac14\cdot4=1$. The two channels give

$$\frac{7^2}{14^{4/3}}\approx1.452,\qquad \frac{1^2}{2^{4/3}}\approx0.397,$$

and their average is about $0.925$. Computed directly, $\varphi(3/4)=\big((7/4)^{2/3}+(1/4)^{2/3}\big)/2$ has the same value. It lies between $2^{-1/3}\approx0.794$ and 1. Even with seven electrons in eight carrying the same spin, the term is reduced by less than 8 percent.

## Spin densities as the basic variables

The statement could also have been modelled with the two spin densities $n_\uparrow,n_\downarrow$ and their gradients as inputs, in place of $n$, $\zeta$, $\nabla n$ and $\nabla\zeta$. The spin-scaled term would then read

$$\frac12\sum_\sigma\frac{|2\nabla n_\sigma|^2}{(2n_\sigma)^{4/3}}=2^{-1/3}\sum_\sigma\frac{|\nabla n_\sigma|^2}{n_\sigma^{4/3}},$$

with $n_\uparrow>0$ and $n_\downarrow>0$ as the conditions. No product rule would be needed, and there would be no cross term. Uniform polarisation, however, would become the relation $n_\downarrow\nabla n_\uparrow=n_\uparrow\nabla n_\downarrow$, and $\varphi$ would appear only after a change of variables. The variables used in the file make $\varphi$ visible at once and show which terms are lost when $\nabla\zeta$ is set to zero.
